# Property error of the upper state to first order in the residual coupling of a two-level model

The theorem `property_error` concerns a real two-level Hamiltonian with diagonal energies `e` and `-m`, where `e + m > 0`, and coupling `d`. For each nonzero `d` any eigenvector at the upper energy may be chosen; it need not be normalised, since the expectation value is divided by the squared norm. The theorem says that the expectation value of a real symmetric property matrix, less its upper diagonal element `a`, when divided by `d` tends to `2 * b / (e + m)` as `d` tends to zero through nonzero values, `b` being the matrix's off-diagonal element. The proof builds this limit from that of `1 / (upperEnergy e m d + m)`, then uses the exact formula `expectation_sub` to show that the function whose limit is known equals the scaled error at every nonzero `d`.

Lean 4 with Mathlib refuses this proof:

```lean
import Mathlib

open Matrix Filter Topology

namespace PropertyError

noncomputable section

/-- The two-level Hamiltonian with upper level `e`, lower level `-m` and residual coupling `d`. -/
def hamiltonian (e m d : ℝ) : Matrix (Fin 2) (Fin 2) ℝ := !![e, d; d, -m]

/-- A real symmetric property operator with off-diagonal element `b`. -/
def propertyMatrix (a b w : ℝ) : Matrix (Fin 2) (Fin 2) ℝ := !![a, b; b, w]

/-- The larger root of the secular equation of the two-level Hamiltonian. -/
def upperEnergy (e m d : ℝ) : ℝ := (e - m) / 2 + √(((e + m) / 2) ^ 2 + d ^ 2)

/-- The expectation value of `O` in a nonzero, not necessarily normalised, real state `v`. -/
def expectation (O : Matrix (Fin 2) (Fin 2) ℝ) (v : Fin 2 → ℝ) : ℝ :=
  (v ⬝ᵥ O *ᵥ v) / (v ⬝ᵥ v)

/-- A nonzero eigenvector of the Hamiltonian at the upper energy. -/
def IsUpperState (e m d : ℝ) (v : Fin 2 → ℝ) : Prop :=
  v ≠ 0 ∧ hamiltonian e m d *ᵥ v = upperEnergy e m d • v

/-- The ratio of lower to upper component in the upper state, for `e + m > 0`. -/
def admixture (e m d : ℝ) : ℝ := d / (upperEnergy e m d + m)

/-- For `e + m > 0` the upper energy lies strictly above the lower level `-m`. -/
theorem upperEnergy_add_pos {e m : ℝ} (hg : 0 < e + m) (d : ℝ) :
    0 < upperEnergy e m d + m := by
  have h := Real.sqrt_nonneg (((e + m) / 2) ^ 2 + d ^ 2)
  unfold upperEnergy
  linarith

lemma eigen_iff (e m d x : ℝ) (v : Fin 2 → ℝ) :
    hamiltonian e m d *ᵥ v = x • v ↔
      e * v 0 + d * v 1 = x * v 0 ∧ d * v 0 - m * v 1 = x * v 1 := by
  constructor
  · intro h
    have h0 := congrFun h 0
    have h1 := congrFun h 1
    simp [hamiltonian, Matrix.mulVec, dotProduct, Fin.sum_univ_two] at h0 h1
    exact ⟨by linarith, by linarith⟩
  · rintro ⟨h0, h1⟩
    ext i
    fin_cases i <;> simp [hamiltonian, Matrix.mulVec, dotProduct, Fin.sum_univ_two] <;> linarith

/-- For `e + m > 0`, the exact property error of any upper state in terms of the admixture. -/
theorem expectation_sub {e m d : ℝ} (hg : 0 < e + m) {v : Fin 2 → ℝ}
    (hv : IsUpperState e m d v) (a b w : ℝ) :
    expectation (propertyMatrix a b w) v - a =
      (2 * b * admixture e m d + (w - a) * admixture e m d ^ 2) / (1 + admixture e m d ^ 2) := by
  have hp := upperEnergy_add_pos hg d
  have ht : admixture e m d * (upperEnergy e m d + m) = d := div_mul_cancel₀ _ hp.ne'
  obtain ⟨_, h⟩ := (eigen_iff _ _ _ _ _).1 hv.2
  -- the lower row fixes the ratio of the components
  have h1 : v 1 = admixture e m d * v 0 :=
    mul_right_cancel₀ hp.ne' (by linear_combination -h - v 0 * ht)
  have h0 : v 0 ≠ 0 := by
    intro h0
    have h1' : v 1 = 0 := by rw [h1, h0, mul_zero]
    apply hv.1
    ext i
    fin_cases i
    · exact h0
    · exact h1'
  generalize admixture e m d = t at *
  have hn : v ⬝ᵥ propertyMatrix a b w *ᵥ v = v 0 ^ 2 * (a + 2 * b * t + w * t ^ 2) := by
    simp [propertyMatrix, Matrix.mulVec, dotProduct, Fin.sum_univ_two, h1]
    ring
  have hd : v ⬝ᵥ v = v 0 ^ 2 * (1 + t ^ 2) := by
    simp only [dotProduct, Fin.sum_univ_two, h1]
    ring
  have hden : 1 + t ^ 2 ≠ 0 := by positivity
  rw [expectation, hn, hd, mul_div_mul_left _ _ (pow_ne_zero 2 h0), eq_div_iff hden, sub_mul,
    div_mul_cancel₀ _ hden]
  ring

lemma tendsto_inv_gap {e m : ℝ} (hg : 0 < e + m) :
    Tendsto (fun d => 1 / (upperEnergy e m d + m)) (𝓝[≠] 0) (𝓝 (1 / (e + m))) := by
  have hc : Continuous (fun d => upperEnergy e m d) := by
    unfold upperEnergy
    fun_prop
  have h0 : upperEnergy e m 0 = e := by
    unfold upperEnergy
    rw [show ((e + m) / 2) ^ 2 + 0 ^ 2 = ((e + m) / 2) ^ 2 by ring, Real.sqrt_sq (by linarith)]
    ring
  have h := hc.tendsto 0
  simp only [h0] at h
  exact (tendsto_const_nhds (x := (1 : ℝ))).div
    ((h.mono_left nhdsWithin_le_nhds).add_const m) hg.ne'

lemma tendsto_coupling : Tendsto (fun d : ℝ => d) (𝓝[≠] 0) (𝓝 0) :=
  tendsto_id.mono_left nhdsWithin_le_nhds

/-- For `e + m > 0` and any choice of upper states, the property error divided by the residual
coupling tends to `2 b / (e + m)`. -/
theorem property_error {e m : ℝ} (hg : 0 < e + m) (a b w : ℝ) {v : ℝ → Fin 2 → ℝ}
    (hv : ∀ d ≠ 0, IsUpperState e m d (v d)) :
    Tendsto (fun d => (expectation (propertyMatrix a b w) (v d) - a) / d) (𝓝[≠] 0)
      (𝓝 (2 * b / (e + m))) := by
  have hs := tendsto_inv_gap hg
  have h := ((hs.const_mul (2 * b)).add (((hs.pow 2).const_mul (w - a)).mul tendsto_coupling)).div
    (((hs.mul tendsto_coupling).pow 2).const_add 1) (by simp)
  rw [show 2 * b / (e + m) = (2 * b * (1 / (e + m)) + (w - a) * (1 / (e + m)) ^ 2 * 0) /
    (1 + (1 / (e + m) * 0) ^ 2) by ring]
  refine h.congr' ?_
  filter_upwards [self_mem_nhdsWithin] with d hd
  have hd : d ≠ 0 := hd
  rw [expectation_sub hg (hv d hd), admixture,
    show d / (upperEnergy e m d + m) = 1 / (upperEnergy e m d + m) * d by ring,
    eq_div_iff hd, div_mul_eq_mul_div]
  congr 1
  ring

end

end PropertyError
```

Lean reports:

```
Try this:
  [apply] ring_nf
  
  The `ring` tactic failed to close the goal. Use `ring_nf` to obtain a normal form.
    
  Note that `ring` works primarily in *commutative* rings. If you have a noncommutative ring, abelian group or module, consider using `noncomm_ring`, `abel` or `module` instead.
Main.lean:102:31: error: unsolved goals
case e_a
e m : ℝ
hg : 0 < e + m
a b w : ℝ
v : ℝ → Fin 2 → ℝ
hv : ∀ (d : ℝ), d ≠ 0 → IsUpperState e m d (v d)
hs : Tendsto (fun d => 1 / (upperEnergy e m d + m)) (𝓝[≠] 0) (𝓝 (1 / (e + m)))
h :
  Tendsto
    ((fun x => 2 * b * (1 / (upperEnergy e m x + m)) + (w - a) * (1 / (upperEnergy e m x + m)) ^ 2 * x) / fun x =>
      1 + (1 / (upperEnergy e m x + m) * x) ^ 2)
    (𝓝[≠] 0) (𝓝 ((2 * b * (1 / (e + m)) + (w - a) * (1 / (e + m)) ^ 2 * 0) / (1 + (1 / (e + m) * 0) ^ 2)))
d : ℝ
hd✝ : d ∈ {0}ᶜ
hd : d ≠ 0
⊢ ((fun x =>
          b * (upperEnergy e m x + m)⁻¹ * 2 + (upperEnergy e m x + m)⁻¹ ^ 2 * w * x -
            (upperEnergy e m x + m)⁻¹ ^ 2 * a * x) /
        fun x => 1 + (m + upperEnergy e m x)⁻¹ ^ 2 * x ^ 2)
      d =
    b * d * (m + upperEnergy e m d)⁻¹ * 2 + w * d ^ 2 * (m + upperEnergy e m d)⁻¹ ^ 2 -
      a * d ^ 2 * (m + upperEnergy e m d)⁻¹ ^ 2

case e_a
e m : ℝ
hg : 0 < e + m
a b w : ℝ
v : ℝ → Fin 2 → ℝ
hv : ∀ (d : ℝ), d ≠ 0 → IsUpperState e m d (v d)
hs : Tendsto (fun d => 1 / (upperEnergy e m d + m)) (𝓝[≠] 0) (𝓝 (1 / (e + m)))
h :
  Tendsto
    ((fun x => 2 * b * (1 / (upperEnergy e m x + m)) + (w - a) * (1 / (upperEnergy e m x + m)) ^ 2 * x) / fun x =>
      1 + (1 / (upperEnergy e m x + m) * x) ^ 2)
    (𝓝[≠] 0) (𝓝 ((2 * b * (1 / (e + m)) + (w - a) * (1 / (e + m)) ^ 2 * 0) / (1 + (1 / (e + m) * 0) ^ 2)))
d : ℝ
hd✝ : d ∈ {0}ᶜ
hd : d ≠ 0
⊢ d = (1 + (1 * d / (upperEnergy e m d + m)) ^ 2)⁻¹
```

What went wrong. The error reports two goals left open after the final `congr 1` and `ring`. The limit `h` is about a quotient of two functions, so the left side of the pointwise goal is that quotient applied to `d`, `(f / g) d`, and not a quotient of numbers, `f d / g d`.

The rewrite `div_mul_eq_mul_div` was meant to turn `f d / g d * d` into a single fraction. It found no visible division of numbers there, and instead rewrote `1 / (upperEnergy e m d + m) * d` on the right, as the `1 * d / (upperEnergy e m d + m)` in the second goal shows. The left side was still a product, so `congr 1` matched its factors with the right side's numerator and inverse denominator. This gave two goals that do not hold in general, among them `d = (1 + …)⁻¹`. `ring` could not close the first, and the second was left untouched.

The added `simp only [Pi.div_apply]` turns the left side into a quotient of numbers. The rewrite then acts where it was meant to, the denominators agree, and `ring` proves the numerators equal.

After these edits no error is left:

```diff
@@ -109,4 +109,5 @@
   filter_upwards [self_mem_nhdsWithin] with d hd
   have hd : d ≠ 0 := hd
+  simp only [Pi.div_apply]
   rw [expectation_sub hg (hv d hd), admixture,
     show d / (upperEnergy e m d + m) = 1 / (upperEnergy e m d + m) * d by ring,
```
